# With the double-counting energy frozen at self-consistency, a nonzero interaction potential rules out a second-order energy error

On a finite set of sites, a density `n` generates the potential `J n` through a real symmetric matrix `J`, and the eigenvalue sum is modelled by a real function `g` of the potential, of which only one thing is assumed: its gradient at `J n0` is `n0`, which is self-consistency here. The frozen energy is `g (J n)` minus the double-counting energy ⟨n0, J n0⟩/2, held fixed as `n` varies. The lemma says that if `J n0` is nonzero, the difference between the frozen energies at `n` and at `n0` is not O(‖n − n0‖²) as `n` tends to `n0`. The proof supposes such a bound, which would make the derivative at `n0` zero, and compares this with the gradient `J n0` found in the preceding theorem. Since derivatives are unique, the dot product of `J n0` with itself would vanish, and so would `J n0`.

The first attempt, which Lean rejects:

```lean
import Mathlib

open Matrix Topology Asymptotics

namespace InputDensityEnergy

noncomputable section

variable {ι : Type*} [Fintype ι]

/-- The linear functional reading off the value of a density or potential at site `i`. -/
abbrev site (i : ι) : (ι → ℝ) →L[ℝ] ℝ :=
  ContinuousLinearMap.proj (R := ℝ) (φ := fun _ : ι => ℝ) i

/-- The linear functional `h ↦ ⟨a, h⟩`; a function with this derivative has gradient `a`. -/
def pairing (a : ι → ℝ) : (ι → ℝ) →L[ℝ] ℝ := ∑ i, a i • site i

/-- The density `n0` is self-consistent: the eigenvalue sum `g` has gradient `n0`
at the potential `J n0` generated by `n0`. -/
def SelfConsistent (J : Matrix ι ι ℝ) (g : (ι → ℝ) → ℝ) (n0 : ι → ℝ) : Prop :=
  HasFDerivAt g (pairing n0) (J *ᵥ n0)

/-- The double-counting energy `⟨n, J n⟩ / 2`. -/
def doubleCounting (J : Matrix ι ι ℝ) (n : ι → ℝ) : ℝ := (1 / 2) * (n ⬝ᵥ J *ᵥ n)

/-- Eigenvalue sum minus the double-counting energy, both taken at the input density `n`. -/
def inputEnergy (J : Matrix ι ι ℝ) (g : (ι → ℝ) → ℝ) (n : ι → ℝ) : ℝ :=
  g (J *ᵥ n) - doubleCounting J n

/-- Eigenvalue sum at the input density `n` minus the double-counting energy frozen at `n0`. -/
def frozenEnergy (J : Matrix ι ι ℝ) (g : (ι → ℝ) → ℝ) (n0 n : ι → ℝ) : ℝ :=
  g (J *ᵥ n) - doubleCounting J n0

/-- The functional `pairing a` evaluates to the dot product with `a`. -/
theorem pairing_apply (a h : ι → ℝ) : pairing a h = a ⬝ᵥ h := by
  simp [pairing, dotProduct, _root_.sum_apply]

/-- A symmetric interaction can be moved from one density to the other. -/
theorem interaction_symm {J : Matrix ι ι ℝ} (hJ : J.IsSymm) (a b : ι → ℝ) :
    a ⬝ᵥ J *ᵥ b = (J *ᵥ a) ⬝ᵥ b := by
  rw [Matrix.dotProduct_mulVec, ← Matrix.mulVec_transpose, hJ.eq]

/-- At self-consistency the eigenvalue sum, as a function of the input density,
has gradient `J n0`. -/
theorem eigenvalueSum_gradient {J : Matrix ι ι ℝ} (hJ : J.IsSymm) {g : (ι → ℝ) → ℝ}
    {n0 : ι → ℝ} (hg : SelfConsistent J g n0) :
    HasFDerivAt (fun n => g (J *ᵥ n)) (pairing (J *ᵥ n0)) n0 := by
  have hL : HasFDerivAt (fun n : ι → ℝ => J *ᵥ n)
      (LinearMap.toContinuousLinearMap J.mulVecLin) n0 :=
    (LinearMap.toContinuousLinearMap J.mulVecLin).hasFDerivAt
  have h := HasFDerivAt.comp n0 hg hL
  refine h.congr_fderiv (ContinuousLinearMap.ext fun d => ?_)
  change pairing n0 (J *ᵥ d) = _
  rw [pairing_apply, pairing_apply, interaction_symm hJ]

/-- The double-counting energy of a symmetric interaction has gradient `J n0` at `n0`. -/
theorem doubleCounting_gradient {J : Matrix ι ι ℝ} (hJ : J.IsSymm) (n0 : ι → ℝ) :
    HasFDerivAt (doubleCounting J) (pairing (J *ᵥ n0)) n0 := by
  let L : (ι → ℝ) →L[ℝ] (ι → ℝ) := LinearMap.toContinuousLinearMap J.mulVecLin
  -- product rule, site by site
  have ht : ∀ i, HasFDerivAt (fun n : ι → ℝ => n i * (J *ᵥ n) i)
      (n0 i • (site i).comp L + (J *ᵥ n0) i • site i) n0 := fun i =>
    (site i).hasFDerivAt.mul ((site i).comp L).hasFDerivAt
  have h := (HasFDerivAt.fun_sum (u := Finset.univ) (fun i _ => ht i)).const_mul (1 / 2 : ℝ)
  refine HasFDerivAt.congr_fderiv (f := doubleCounting J) h
    (ContinuousLinearMap.ext fun d => ?_)
  have e : (∑ i, (n0 i • (site i).comp L + (J *ᵥ n0) i • site i)) d
      = n0 ⬝ᵥ J *ᵥ d + (J *ᵥ n0) ⬝ᵥ d := by
    rw [_root_.sum_apply]
    simp only [dotProduct, ← Finset.sum_add_distrib]
    rfl
  change (1 / 2 : ℝ) * (∑ i, (n0 i • (site i).comp L + (J *ᵥ n0) i • site i)) d = _
  rw [e, pairing_apply, interaction_symm hJ]
  ring

/-- At a self-consistent density the input-density energy is stationary, whereas the energy
with frozen double counting has gradient `J n0`. -/
theorem stationary_and_frozen_gradient {J : Matrix ι ι ℝ} (hJ : J.IsSymm)
    {g : (ι → ℝ) → ℝ} {n0 : ι → ℝ} (hg : SelfConsistent J g n0) :
    HasFDerivAt (inputEnergy J g) (0 : (ι → ℝ) →L[ℝ] ℝ) n0 ∧
      HasFDerivAt (frozenEnergy J g n0) (pairing (J *ᵥ n0)) n0 := by
  have h := eigenvalueSum_gradient hJ hg
  constructor
  · -- the two gradients cancel
    exact HasFDerivAt.congr_fderiv (f := inputEnergy J g)
      (h.sub (doubleCounting_gradient hJ n0)) (sub_self _)
  · exact h.sub_const (doubleCounting J n0)

/-- If the self-consistent potential `J n0` is nonzero, the error of the energy with frozen
double counting is not of second order in the density error. -/
theorem frozen_error_not_second_order {J : Matrix ι ι ℝ} (hJ : J.IsSymm)
    {g : (ι → ℝ) → ℝ} {n0 : ι → ℝ} (hg : SelfConsistent J g n0) (hne : J *ᵥ n0 ≠ 0) :
    ¬ (fun n => frozenEnergy J g n0 n - frozenEnergy J g n0 n0)
      =O[𝓝 n0] (fun n => ‖n - n0‖ ^ 2) := by
  intro hO
  -- a quadratic error would force the gradient to vanish
  have h0 := hO.hasFDerivAt (by norm_num)
  have h1 := (stationary_and_frozen_gradient hJ hg).2.sub_const (frozenEnergy J g n0 n0)
  have e := DFunLike.congr_fun (h1.unique h0) (J *ᵥ n0)
  rw [pairing_apply] at e
  exact hne (dotProduct_self_eq_zero.1 e)

end

end InputDensityEnergy
```

Lean reports:

```
Main.lean:97:13: error: typeclass instance problem is stuck
  NormedSpace ?m.59 ℝ

Note: Lean will not try to resolve this typeclass instance problem because the first and third type arguments to `NormedSpace` contain metavariables. These arguments must be fully determined before Lean will try to resolve the typeclass.

Hint: Adding type annotations and supplying implicit arguments to functions can give Lean more information for typeclass resolution. For example, if you have a variable `x` that you intend to be a `Nat`, but Lean reports it as having an unresolved type like `?m`, replacing `x` with `(x : Nat)` can get typeclass resolution un-stuck.
```

Cause. The message says that Lean had to find a `NormedSpace` structure on `ℝ` over a scalar field it did not yet know, the metavariable `?m.59`, and would not search until that field was fixed.

The error is at `hO.hasFDerivAt`. This lemma turns a bound by a power of ‖n − n0‖ greater than one into a zero derivative, and it does so over any suitable scalar field. The bound `hO` speaks only of norms, so it fixes the function and the point but not the field. The `have h0` had no stated type, so nothing else in that line fixed it either. The later use `h1.unique h0` would need a derivative over `ℝ`, but Lean elaborates `h0` first and does not look ahead.

The repair states the type of `h0`, with the derivative written as `(0 : (ι → ℝ) →L[ℝ] ℝ)`. The `ℝ` in `→L[ℝ]` names the scalar field, and the instance can then be found. The proof term itself is unchanged.

Lean accepts the file once it reads:

```diff
@@ -95,5 +95,6 @@
   intro hO
   -- a quadratic error would force the gradient to vanish
-  have h0 := hO.hasFDerivAt (by norm_num)
+  have h0 : HasFDerivAt (fun n => frozenEnergy J g n0 n - frozenEnergy J g n0 n0)
+      (0 : (ι → ℝ) →L[ℝ] ℝ) n0 := hO.hasFDerivAt (by norm_num)
   have h1 := (stationary_and_frozen_gradient hJ hg).2.sub_const (frozenEnergy J g n0 n0)
   have e := DFunLike.congr_fun (h1.unique h0) (J *ᵥ n0)
```
